# Replacing the overlap matrix by the identity multiplies each Rayleigh–Ritz level by a factor within the bounds on the overlap eigenvalues

In a finite, linearly independent basis $\varphi_0,\dots,\varphi_{n-1}$, let $H_{ij}=\langle\varphi_i|\hat H|\varphi_j\rangle$ and $S_{ij}=\langle\varphi_i|\varphi_j\rangle$, let $E_0\le\dots\le E_{n-1}$ be the levels of $Hc=ESc$, and let $h_0\le\dots\le h_{n-1}$ be the eigenvalues of the same matrix $H$, which are the levels found when overlap is neglected. If every eigenvalue of $S$ lies in $[s,t]$, then for each $k$ there is a $q\in[s,t]$ with $h_k=qE_k$.

In Lean 4 with Mathlib:

```lean
import Mathlib

open Matrix
open scoped ComplexOrder

namespace OstrowskiComparison

variable {n : ℕ} {A C D H S S' : Matrix (Fin n) (Fin n) ℂ} {E h d : Fin n → ℝ}

/-- The columns of `C` are orthonormal in the metric `S` and diagonalise `H`, with
energies `E`. -/
def IsModes (H S C : Matrix (Fin n) (Fin n) ℂ) (E : Fin n → ℝ) : Prop :=
  Cᴴ * S * C = 1 ∧ Cᴴ * H * C = diagonal (fun k => (E k : ℂ))

/-- `E` lists in ascending order the energies of a complete set of modes of `H` in the
metric `S`. -/
def IsLevels (H S : Matrix (Fin n) (Fin n) ℂ) (E : Fin n → ℝ) : Prop :=
  Monotone E ∧ ∃ C, IsModes H S C E

/-- The real part of the unnormalised expectation value `x† A x`. -/
noncomputable def quad (A : Matrix (Fin n) (Fin n) ℂ) (x : Fin n → ℂ) : ℝ :=
  (star x ⬝ᵥ A *ᵥ x).re

/-- The levels are the roots of the secular determinant, counted with multiplicity. -/
theorem secular (hE : IsLevels H S E) (x : ℂ) :
    (x • S - H).det = S.det * ∏ k, (x - (E k : ℂ)) := by
  obtain ⟨-, C, hS, hH⟩ := hE
  have e : Cᴴ * (x • S - H) * C = diagonal (fun k => x - (E k : ℂ)) := by
    rw [Matrix.mul_sub, Matrix.sub_mul, Matrix.mul_smul, Matrix.smul_mul, hS, hH]
    ext i j
    by_cases hij : i = j <;> simp [hij]
  have h1 := congrArg det hS
  have h2 := congrArg det e
  rw [det_mul, det_mul, det_one] at h1
  rw [det_mul, det_mul, det_diagonal] at h2
  linear_combination (-(x • S - H).det) * h1 + S.det * h2

/-- A Hermitian matrix has orthonormal modes with its eigenvalues as energies. -/
theorem exists_unitary (hA : A.IsHermitian) : ∃ U, IsModes A 1 U hA.eigenvalues := by
  obtain ⟨U, hU, h⟩ : ∃ U : Matrix (Fin n) (Fin n) ℂ, Uᴴ * U = 1 ∧
      A = U * diagonal (fun k => (hA.eigenvalues k : ℂ)) * Uᴴ := by
    have h := hA.spectral_theorem
    have hc : ∀ r : ℝ, (RCLike.ofReal r : ℂ) = (r : ℂ) := fun r => rfl
    rw [Unitary.conjStarAlgAut_apply] at h
    simp only [Function.comp_def, hc, star_eq_conjTranspose] at h
    exact ⟨hA.eigenvectorUnitary, mem_unitaryGroup_iff'.mp hA.eigenvectorUnitary.2, h⟩
  refine ⟨U, by rw [Matrix.mul_one, hU], (congrArg (fun M => Uᴴ * M * U) h).trans ?_⟩
  calc _ = (Uᴴ * U) * diagonal (fun k => (hA.eigenvalues k : ℂ)) * (Uᴴ * U) := by
        simp only [Matrix.mul_assoc]
    _ = _ := by rw [hU, Matrix.one_mul, Matrix.mul_one]

/-- A Hermitian `H` has a full ascending list of levels in every positive definite
metric `S`. -/
theorem exists_levels (hH : H.IsHermitian) (hS : S.PosDef) : ∃ E, IsLevels H S E := by
  obtain ⟨U, -, hD⟩ := exists_unitary hS.isHermitian
  -- rescale the eigenvectors of the overlap by the inverse root of its eigenvalues
  have hr : ∀ k, ∃ r : ℝ, r * hS.isHermitian.eigenvalues k * r = 1 := fun k => by
    have hp : 0 < hS.isHermitian.eigenvalues k := hS.eigenvalues_pos k
    refine ⟨(√(hS.isHermitian.eigenvalues k))⁻¹, ?_⟩
    rw [mul_right_comm, ← mul_inv, Real.mul_self_sqrt hp.le, inv_mul_cancel₀ hp.ne']
  choose r hr using hr
  obtain ⟨R, hR⟩ : ∃ R, R = diagonal (fun k => (r k : ℂ)) := ⟨_, rfl⟩
  have hR' : Rᴴ = R := by
    rw [hR, diagonal_conjTranspose]
    exact congrArg diagonal (funext fun k => Complex.conj_ofReal (r k))
  have hT : R * (Uᴴ * S * U) * R = 1 := by
    rw [hD, hR, diagonal_mul_diagonal, diagonal_mul_diagonal, ← diagonal_one]
    exact congrArg diagonal (funext fun k => by
      simpa only [Complex.ofReal_mul, Complex.ofReal_one] using
        congrArg Complex.ofReal (hr k))
  -- diagonalise the Hamiltonian in the orthonormalised basis, then sort the energies
  have hK := isHermitian_conjTranspose_mul_mul (U * R) hH
  obtain ⟨V, hV, hE⟩ := exists_unitary hK
  let σ := Tuple.sort hK.eigenvalues
  have sub : ∀ B, ((U * R * V).submatrix id σ)ᴴ * B * (U * R * V).submatrix id σ
      = (Vᴴ * ((U * R)ᴴ * B * (U * R)) * V).submatrix σ σ := by
    intro B
    have e : Vᴴ * ((U * R)ᴴ * B * (U * R)) * V = (U * R * V)ᴴ * B * (U * R * V) := by
      rw [conjTranspose_mul (U * R) V]
      simp only [Matrix.mul_assoc]
    rw [e]
    ext i j
    simp only [Matrix.mul_apply, submatrix_apply, conjTranspose_apply, id_eq]
  have hT' : (U * R)ᴴ * S * (U * R) = 1 := by
    rw [← hT, conjTranspose_mul, hR']
    simp only [Matrix.mul_assoc]
  refine ⟨hK.eigenvalues ∘ σ, Tuple.monotone_sort _, (U * R * V).submatrix id σ, ?_, ?_⟩
  · rw [sub, hT', hV, submatrix_one_equiv]
  · rw [sub, hE]
    exact submatrix_diagonal_equiv _ σ

/-- If `C` brings `A` to real diagonal form, the unnormalised expectation value of `A` in the vector
`C a` is the sum of the diagonal entries weighted by the squared amplitudes. -/
theorem quad_modes (h : Cᴴ * A * C = diagonal (fun k => (d k : ℂ))) (a : Fin n → ℂ) :
    quad A (C *ᵥ a) = ∑ k, d k * Complex.normSq (a k) := by
  have e : star (C *ᵥ a) ⬝ᵥ A *ᵥ (C *ᵥ a) = star a ⬝ᵥ (Cᴴ * A * C) *ᵥ a := by
    rw [star_mulVec, ← dotProduct_mulVec]
    simp only [mulVec_mulVec, Matrix.mul_assoc]
  rw [quad, e, h]
  simp only [dotProduct, mulVec_diagonal, Pi.star_apply, Complex.re_sum]
  refine Finset.sum_congr rfl fun k _ => ?_
  simp [Complex.normSq_apply]
  ring

/-- In modes orthonormal in the metric `S`, the squared `S`-norm is the sum of the squared
amplitudes. -/
theorem quad_metric (h : Cᴴ * S * C = 1) (a : Fin n → ℂ) :
    quad S (C *ᵥ a) = ∑ k, Complex.normSq (a k) :=
  (quad_modes (d := fun _ => 1) (h.trans (by simp)) a).trans (by simp)

/-- For one `H` with levels `E` in the metric `S` and `h` in the metric `S'`, some nonzero
trial vector has `h k * x†S'x ≤ x†Hx ≤ E k * x†Sx`. -/
theorem common_trial (hE : IsLevels H S E) (hh : IsLevels H S' h) (k : Fin n) :
    ∃ x, x ≠ 0 ∧ h k * quad S' x ≤ quad H x ∧ quad H x ≤ E k * quad S x := by
  obtain ⟨mE, C, hC, hCH⟩ := hE
  obtain ⟨mh, D, hD, hDH⟩ := hh
  obtain ⟨G, hG⟩ : ∃ G, G = Dᴴ * S' * C := ⟨_, rfl⟩
  -- n - 1 linear conditions on n amplitudes: row k is empty
  obtain ⟨M, hM⟩ : ∃ M : Matrix (Fin n) (Fin n) ℂ, ∀ i j, M i j =
      if i < k then G i j else if i = k then 0 else (1 : Matrix (Fin n) (Fin n) ℂ) i j :=
    ⟨_, fun _ _ => rfl⟩
  obtain ⟨a, ha, hMa⟩ := exists_mulVec_eq_zero_iff.mpr
    (det_eq_zero_of_row_eq_zero (A := M) k fun j => by
      rw [hM, if_neg (lt_irrefl k), if_pos rfl])
  have row : ∀ i, M i ⬝ᵥ a = 0 := fun i => congrFun hMa i
  have low : ∀ i, i < k → (G *ᵥ a) i = 0 := fun i hi => by
    have e : M i = G i := funext fun j => by rw [hM, if_pos hi]
    have r := row i
    rw [e] at r
    exact r
  have high : ∀ i, k < i → a i = 0 := fun i hi => by
    have e : M i = (1 : Matrix (Fin n) (Fin n) ℂ) i := funext fun j => by
      rw [hM, if_neg (not_lt_of_gt hi), if_neg hi.ne']
    have r := row i
    rw [e] at r
    exact (congrFun (one_mulVec a) i).symm.trans r
  have hx : C *ᵥ a = D *ᵥ (G *ᵥ a) := by
    have h1 : D * (Dᴴ * S') = 1 := mul_eq_one_comm.mp hD
    rw [mulVec_mulVec, hG, ← Matrix.mul_assoc, h1, Matrix.one_mul]
  refine ⟨C *ᵥ a, fun h0 => ha ?_, ?_, ?_⟩
  · rw [← one_mulVec a, ← hC, ← mulVec_mulVec, h0, mulVec_zero]
  · rw [hx, quad_modes hDH, quad_metric hD, Finset.mul_sum]
    refine Finset.sum_le_sum fun i _ => ?_
    rcases lt_or_ge i k with hi | hi
    · simp [low i hi]
    · exact mul_le_mul_of_nonneg_right (mh hi) (Complex.normSq_nonneg _)
  · rw [quad_modes hCH, quad_metric hC, Finset.mul_sum]
    refine Finset.sum_le_sum fun i _ => ?_
    rcases lt_or_ge k i with hi | hi
    · simp [high i hi]
    · exact mul_le_mul_of_nonneg_right (mE hi) (Complex.normSq_nonneg _)

/-- If all eigenvalues of a Hermitian `S` lie in `[s, t]`, so does the Rayleigh quotient
`x†Sx / x†x` of every nonzero vector, and `x†x` is positive. -/
theorem rayleigh_mem (hS : S.IsHermitian) {s t : ℝ}
    (hst : ∀ i, hS.eigenvalues i ∈ Set.Icc s t) {x : Fin n → ℂ} (hx : x ≠ 0) :
    0 < quad 1 x ∧ quad S x / quad 1 x ∈ Set.Icc s t := by
  obtain ⟨U, hU, hD⟩ := exists_unitary hS
  have hU' : U * Uᴴ = 1 := mul_eq_one_comm.mp (by simpa only [Matrix.mul_one] using hU)
  obtain ⟨a, rfl⟩ : ∃ a, x = U *ᵥ a :=
    ⟨Uᴴ *ᵥ x, by rw [mulVec_mulVec, hU', one_mulVec]⟩
  have ha : a ≠ 0 := fun h0 => hx (by rw [h0, mulVec_zero])
  obtain ⟨i, hi⟩ := Function.ne_iff.mp ha
  have hpos : 0 < quad 1 (U *ᵥ a) := by
    rw [quad_metric hU]
    exact Finset.sum_pos' (fun j _ => Complex.normSq_nonneg _)
      ⟨i, Finset.mem_univ i, Complex.normSq_pos.mpr hi⟩
  refine ⟨hpos, (le_div_iff₀ hpos).mpr ?_, (div_le_iff₀ hpos).mpr ?_⟩ <;>
    rw [quad_metric hU, quad_modes hD, Finset.mul_sum] <;>
    refine Finset.sum_le_sum fun j _ => mul_le_mul_of_nonneg_right ?_
      (Complex.normSq_nonneg _)
  · exact (hst j).1
  · exact (hst j).2

/-- **Ostrowski comparison.** If the eigenvalues of a Hermitian overlap `S` lie in `[s, t]`,
the k-th level of `H` in the orthonormal metric is the k-th level in the metric `S` times a
factor in `[s, t]`. -/
theorem ostrowski {s t : ℝ} (hS : S.IsHermitian)
    (hst : ∀ i, hS.eigenvalues i ∈ Set.Icc s t)
    (hh : IsLevels H 1 h) (hE : IsLevels H S E) (k : Fin n) :
    ∃ q ∈ Set.Icc s t, h k = q * E k := by
  -- one trial vector bounds the eigenvalue from above, another from below
  obtain ⟨x, hx, hx1, hx2⟩ := common_trial hE hh k
  obtain ⟨y, hy, hy1, hy2⟩ := common_trial hh hE k
  obtain ⟨px, qx⟩ := rayleigh_mem hS hst hx
  obtain ⟨py, qy⟩ := rayleigh_mem hS hst hy
  have up : h k ≤ quad S x / quad 1 x * E k := by
    rw [div_mul_eq_mul_div, le_div_iff₀ px, mul_comm (quad S x)]
    exact hx1.trans hx2
  have lo : quad S y / quad 1 y * E k ≤ h k := by
    rw [div_mul_eq_mul_div, div_le_iff₀ py, mul_comm (quad S y)]
    exact hy1.trans hy2
  rcases lt_trichotomy (E k) 0 with h0 | h0 | h0
  · exact ⟨h k / E k, ⟨qx.1.trans ((le_div_iff_of_neg h0).mpr up),
      ((div_le_iff_of_neg h0).mpr lo).trans qy.2⟩, (div_mul_cancel₀ _ h0.ne).symm⟩
  · rw [h0, mul_zero] at up lo
    exact ⟨_, qx, by rw [h0, mul_zero]; exact le_antisymm up lo⟩
  · exact ⟨h k / E k, ⟨qy.1.trans ((le_div_iff₀ h0).mpr lo),
      ((div_le_iff₀ h0).mpr up).trans qx.2⟩, (div_mul_cancel₀ _ h0.ne').symm⟩

end OstrowskiComparison
```

```lean
#print axioms OstrowskiComparison.secular
-- 'OstrowskiComparison.secular' depends on axioms: [propext, Classical.choice, Quot.sound]
#print axioms OstrowskiComparison.exists_levels
-- 'OstrowskiComparison.exists_levels' depends on axioms: [propext, Classical.choice, Quot.sound]
#print axioms OstrowskiComparison.ostrowski
-- 'OstrowskiComparison.ostrowski' depends on axioms: [propext, Classical.choice, Quot.sound]
```

## Levels, modes and the overlap metric

The code calls the overlap matrix a metric. `IsModes H S C E` says that $C^\dagger SC=1$ and $C^\dagger HC=\mathrm{diag}(E)$, so the columns of $C$ are $S$-orthonormal solutions of $Hc=ESc$. `IsLevels H S E` adds that $E$ is ascending, and `IsLevels H 1 h` is the problem without overlap. Indices run from 0, as in `Fin n`.

The theorem `ostrowski` takes a Hermitian $S$ with eigenvalues in $[s,t]$ and both lists of levels. It has no separate hypotheses that $H$ is Hermitian, $S$ positive definite or $s>0$: the modes already force the first two, and the third is not needed. Ostrowski's theorem is usually phrased for a congruence; here the congruence is $H=S^{1/2}KS^{1/2}$, where $K=S^{-1/2}HS^{-1/2}$ has eigenvalues $E_k$.

For one-electron models in a finite non-orthogonal basis, such as those of Hückel type, the result bounds the effect of dropping $S$ from the secular equation. The theorem uses the same matrix $H$ in both problems: a method that also changes the matrix elements of $H$ when it drops overlap needs a separate argument. The factor can also depend on the zero of energy, since a shift of $\hat H$ by a real constant $\mu$ replaces $H$ by $H+\mu S$.

## Why the levels exist and solve the secular equation

Write $S=U\,\mathrm{diag}(\sigma)\,U^\dagger$ with $U$ unitary and all $\sigma_i>0$, and set $R=\mathrm{diag}(\sigma_i^{-1/2})$. Then $(UR)^\dagger S(UR)=1$. A unitary $V$ diagonalises the Hermitian matrix $(UR)^\dagger H(UR)$, and $C=URV$, with its columns sorted by energy, gives the modes. This is `exists_levels`; the diagonalisations come from `exists_unitary`.

For any complex $x$, $C^\dagger(xS-H)C=\mathrm{diag}(x-E_k)$. Taking determinants and using $\det C^\dagger\,\det S\,\det C=1$ gives `secular`:
$$\det(xS-H)=\det S\,\prod_k(x-E_k).$$
The levels are therefore the secular roots, with multiplicity.

## One trial vector for two problems

If $x=Ca$, the mode relations give
$$x^\dagger Hx=\sum_i E_i|a_i|^2,\qquad x^\dagger Sx=\sum_i|a_i|^2.$$
These are `quad_modes` and `quad_metric`, where `quad` is the real part of the unnormalised expectation value.

Let $D$ hold the orthonormal eigenvectors of $H$, and write the same vector as $x=Db$, so that $b=Ga$ with $G=D^\dagger C$. Require $a_i=0$ for $i>k$ and $b_i=0$ for $i<k$. These are $n-1$ homogeneous linear conditions on $n$ amplitudes, so some $a\neq0$ satisfies them, and $x\ne0$ because $C$ is invertible. Only $i\le k$ contributes to the sums over $|a_i|^2$ above, and only $i\ge k$ to the corresponding sums $x^\dagger Hx=\sum_i h_i|b_i|^2$ and $x^\dagger x=\sum_i|b_i|^2$, hence
$$h_k\,x^\dagger x\le x^\dagger Hx\le E_k\,x^\dagger Sx.$$

The lemma `common_trial` proves this for two arbitrary metrics, with $G=D^\dagger S'C$. It puts the conditions into a square matrix `M` whose row $k$ is zero; its determinant vanishes, which supplies $a$.

## From two inequalities to one factor

Let $q_x=x^\dagger Sx/x^\dagger x$. Expanding $x$ in eigenvectors of $S$ makes $q_x$ a weighted average of the $\sigma_i$, so $q_x\in[s,t]$; this is `rayleigh_mem`. The inequality above now reads $h_k\le q_xE_k$. Exchanging the two problems gives a second vector $y$ with $q_yE_k\le h_k$.

The proof of `ostrowski` ends with the sign of $E_k$:

- If $E_k>0$, division gives $q_y\le h_k/E_k\le q_x$.
- If $E_k<0$, division reverses the order: $q_x\le h_k/E_k\le q_y$.
- If $E_k=0$, the inequalities force $h_k=0$, and $q=q_x$ serves.

In the first two cases $q=h_k/E_k$ lies between two numbers in $[s,t]$, and so in $[s,t]$ itself.
